# For a parabolic band in one dimension at uniform temperature, the flux with a constant relaxation time τ is −τ/m times density times electrochemical-potential gradient, at any degeneracy

## Question

Electrons of mass m in one dimension, close to local equilibrium at uniform temperature T > 0, carry a particle flux −(τ/m) n z′ when a constant relaxation time τ describes their collisions. Here n is the density and z(x) the electrochemical potential. The local-equilibrium distribution is

f(x,p) = F(p²/2m + U(x) − z(x)),

with F the Fermi function and U the potential energy. I get this by putting f into the streaming term v ∂ₓf − U′ ∂ₚf, with v = p/m, and integrating v times −τ times the result over p. Nothing seems to require the Boltzmann limit. Can this be proved in Lean 4, including the convergence of the integral?

## Answer

Yes. For m > 0, T > 0 and U, z differentiable at x, the streaming term is −v z′ F′, the flux integral converges, and its value is −(τ/m) n z′. The same flux splits into drift and diffusion, with an Einstein relation that holds at any degeneracy.

### From the streaming term to the flux

Measure T in energy units and write e = p²/2m + U − z. Then

F(e) = 1/(exp(e/T) + 1)

1 − F = exp(e/T)/(exp(e/T) + 1)

F′(e) = −(1/T) exp(e/T)/(exp(e/T) + 1)² = −F(1 − F)/T.

Call W = −F′ = F(1 − F)/T the thermal window; it is positive. The chain rule gives

∂ₓf = F′(e)(U′ − z′)

∂ₚf = (p/m) F′(e).

In the streaming term the two contributions with U′ cancel:

v ∂ₓf − U′ ∂ₚf = v F′(U′ − z′) − U′ v F′ = −v z′ F′ = v z′ W.

The flux is therefore

J = ∫ v (−τ)(v z′ W) dp = −(τ/m²) z′ ∫ p² W dp.

Since 0 < F ≤ exp(−e/T), which is a Gaussian in p, and W ≤ F/T, all these integrals converge. Because ∂ₚf = −(p/m) W, integration by parts gives

∫ p² W dp = −m ∫ p ∂ₚf dp = −m [p f] + m ∫ f dp = m n.

The boundary term vanishes, and J = −(τ/m) n z′.

For the drift-diffusion form, differentiate the density under the integral:

n′ = ∫ F′(e)(U′ − z′) dp = χ (z′ − U′), with χ = ∫ W dp > 0.

Substituting z′ = U′ + n′/χ yields

J = −(τ/m) n U′ − D n′, with D = (τ/m) n/χ.

In the dilute limit W ≈ F/T, so χ ≈ n/T and D ≈ τT/m, the familiar Einstein relation.

### What the Lean statements say

`fermi T e` is F(e), `thermalWindow T e` is W(e), and `localFermi m T U z x p` is f(x,p). `streaming` accepts any phase-space distribution and uses its actual derivatives, so the cancellation of the force terms is proved and not built in. `density` and `flux` are integrals over all real p, `compressibility` is χ, and `diffusivity` is D. Physically, χ is the derivative of the density with respect to z at fixed U and T; the thermodynamic compressibility is χ/n².

- `streaming_localFermi` is the identity for the streaming term.
- `flux_localFermi` states both that the flux integrand is `Integrable` and that the flux is −(τ/m) n z′.
- `drift_diffusion` states that χ > 0 and gives the split into drift and diffusion.

The density carries no spin or 2πħ factor, and the flux counts particles, not charge. The constant τ stands for the time in which collisions restore local equilibrium, taken to be the same at every energy. The theorems accept any real τ; physically it is positive.

The correction −τ(v ∂ₓf − U′ ∂ₚf) is the first-order steady-state response of the distribution to the gradients. The flux is defined as the integral of v times this correction, not derived from a solution of the Boltzmann equation, so the ballistic regime is not covered. U and z are independent given functions, with no Poisson equation linking them. Within these limits (one parabolic band, one dimension, constant τ), the result supplies the diffusion coefficient that a drift-diffusion simulation needs for degenerate carriers.

### A negative mass breaks the flux law

Take m = −1, as at the top of a band, with T = τ = 1, U = 0 and z(x) = x, at x = 0. Now f = F(−p²/2) tends to 1 at large |p|, so n diverges. The flux is still finite:

J = −∫ p² W(−p²/2) dp = −∫ F(p²/2) dp.

The second step uses W(−e) = W(e) and the integration by parts for mass 1. Since F(p²/2) = 1 − F(−p²/2), the last integral counts holes, not electrons. Lean assigns the divergent density integral the value 0, so the equation for the flux fails there too.

### The Lean file

```lean
import Mathlib

open MeasureTheory

namespace DegenerateDriftDiffusion

noncomputable section

/-- The Fermi function at temperature `T ≠ 0` (in energy units), with energy `e` measured
from the chemical potential. -/
def fermi (T e : ℝ) : ℝ := 1 / (Real.exp (e / T) + 1)

/-- The thermal window `F (1 - F) / T` of the Fermi function, for `T ≠ 0`. -/
def thermalWindow (T e : ℝ) : ℝ := fermi T e * (1 - fermi T e) / T

/-- The local Fermi distribution `F(p²/2m + U(x) - z(x))` in a potential `U` with
electrochemical potential `z`, for `m ≠ 0` and `T ≠ 0`. -/
def localFermi (m T : ℝ) (U z : ℝ → ℝ) (x p : ℝ) : ℝ :=
  fermi T (p ^ 2 / (2 * m) + (U x - z x))

/-- The streaming term `v ∂ₓf - U' ∂ₚf` of the Boltzmann equation, with `v = p/m`, `m ≠ 0`. -/
def streaming (m : ℝ) (U : ℝ → ℝ) (f : ℝ → ℝ → ℝ) (x p : ℝ) : ℝ :=
  p / m * deriv (fun y => f y p) x - deriv U x * deriv (fun q => f x q) p

/-- The particle density, the integral of the distribution over momentum. -/
def density (f : ℝ → ℝ → ℝ) (x : ℝ) : ℝ := ∫ p, f x p

/-- The particle flux carried by the relaxation-time correction `-τ (v ∂ₓf - U' ∂ₚf)`,
for `m ≠ 0`. -/
def flux (m τ : ℝ) (U : ℝ → ℝ) (f : ℝ → ℝ → ℝ) (x : ℝ) : ℝ :=
  ∫ p, p / m * (-τ * streaming m U f x p)

/-- The momentum integral of the thermal window at position `x`, for `m ≠ 0` and `T ≠ 0`. -/
def compressibility (m T : ℝ) (U z : ℝ → ℝ) (x : ℝ) : ℝ :=
  ∫ p : ℝ, thermalWindow T (p ^ 2 / (2 * m) + (U x - z x))

/-- The diffusion coefficient `(τ/m) n / χ`, with `n` the density and `χ` the
compressibility, for `m ≠ 0`, `T ≠ 0` and `χ ≠ 0`. -/
def diffusivity (m T τ : ℝ) (U z : ℝ → ℝ) (x : ℝ) : ℝ :=
  τ / m * density (localFermi m T U z) x / compressibility m T U z x

/-- At `T > 0` the slope of the Fermi function is minus the thermal window. -/
theorem hasDerivAt_fermi {T : ℝ} (hT : 0 < T) (e : ℝ) :
    HasDerivAt (fermi T) (-thermalWindow T e) e := by
  have hT' := hT.ne'
  have hne : Real.exp (e / T) + 1 ≠ 0 := by positivity
  have h1 : HasDerivAt (fun y => Real.exp (y / T) + 1) (Real.exp (e / T) * (1 / T)) e :=
    (((hasDerivAt_id' e).div_const T).exp).add_const 1
  have h2 := (hasDerivAt_const e (1 : ℝ)).fun_div h1 hne
  refine h2.congr_deriv ?_
  unfold thermalWindow fermi
  field_simp
  ring

/-- At `T > 0` the Fermi function is positive and at most the Boltzmann factor; the thermal
window is positive and at most `F/T`. -/
theorem fermi_bounds {T : ℝ} (hT : 0 < T) (e : ℝ) :
    0 < fermi T e ∧ fermi T e ≤ Real.exp (-(e / T)) ∧
      0 < thermalWindow T e ∧ thermalWindow T e ≤ fermi T e / T := by
  have hE := Real.exp_pos (e / T)
  have h0 : 0 < fermi T e := by unfold fermi; positivity
  have h1 : fermi T e < 1 := by
    unfold fermi
    rw [div_lt_one (by positivity)]
    linarith
  refine ⟨h0, ?_, div_pos (mul_pos h0 (by linarith)) hT, ?_⟩
  · rw [Real.exp_neg, ← one_div]
    exact one_div_le_one_div_of_le hE (by linarith)
  · unfold thermalWindow
    exact (div_le_div_iff_of_pos_right hT).2 (by nlinarith)

/-- For `m, T > 0` every momentum moment of the Fermi distribution converges. -/
theorem integrable_fermi {m T : ℝ} (hm : 0 < m) (hT : 0 < T) (k : ℕ) (c : ℝ) :
    Integrable (fun p : ℝ => p ^ k * fermi T (p ^ 2 / (2 * m) + c)) := by
  -- the Boltzmann factor is a Gaussian in momentum
  have hG : Integrable (fun p : ℝ => p ^ k * Real.exp (-((p ^ 2 / (2 * m) + c) / T))) := by
    have hk : (-1 : ℝ) < k := by
      have : (0 : ℝ) ≤ k := Nat.cast_nonneg k
      linarith
    have hb : 0 < 1 / (2 * m * T) := by positivity
    refine ((integrable_rpow_mul_exp_neg_mul_sq hb hk).const_mul
      (Real.exp (-(c / T)))).congr (Filter.Eventually.of_forall fun p => ?_)
    have h : Real.exp (-((p ^ 2 / (2 * m) + c) / T))
        = Real.exp (-(c / T)) * Real.exp (-(1 / (2 * m * T)) * p ^ 2) := by
      rw [← Real.exp_add]
      congr 1
      ring
    simp only [Real.rpow_natCast]
    rw [h]
    ring
  have hF : Continuous (fermi T) :=
    continuous_iff_continuousAt.2 fun e => (hasDerivAt_fermi hT e).continuousAt
  have hc : Continuous (fun p : ℝ => p ^ k * fermi T (p ^ 2 / (2 * m) + c)) :=
    (continuous_id.pow k).mul
      (hF.comp (((continuous_id.pow 2).div_const (2 * m)).add continuous_const))
  refine hG.mono hc.aestronglyMeasurable (Filter.Eventually.of_forall fun p => ?_)
  have hb := fermi_bounds hT (p ^ 2 / (2 * m) + c)
  rw [norm_mul, norm_mul, Real.norm_of_nonneg hb.1.le, Real.norm_of_nonneg (Real.exp_pos _).le]
  exact mul_le_mul_of_nonneg_left hb.2.1 (norm_nonneg _)

/-- For `m, T > 0` every momentum moment of the thermal window converges. -/
theorem integrable_thermalWindow {m T : ℝ} (hm : 0 < m) (hT : 0 < T) (k : ℕ) (c : ℝ) :
    Integrable (fun p : ℝ => p ^ k * thermalWindow T (p ^ 2 / (2 * m) + c)) := by
  have hF : Continuous (fermi T) :=
    continuous_iff_continuousAt.2 fun e => (hasDerivAt_fermi hT e).continuousAt
  have hW : Continuous (thermalWindow T) :=
    (hF.mul (continuous_const.sub hF)).div_const T
  have hc : Continuous (fun p : ℝ => p ^ k * thermalWindow T (p ^ 2 / (2 * m) + c)) :=
    (continuous_id.pow k).mul
      (hW.comp (((continuous_id.pow 2).div_const (2 * m)).add continuous_const))
  refine ((integrable_fermi hm hT k c).div_const T).mono hc.aestronglyMeasurable
    (Filter.Eventually.of_forall fun p => ?_)
  have hb := fermi_bounds hT (p ^ 2 / (2 * m) + c)
  rw [mul_div_assoc, norm_mul, norm_mul, Real.norm_of_nonneg hb.2.2.1.le,
    Real.norm_of_nonneg (div_pos hb.1 hT).le]
  exact mul_le_mul_of_nonneg_left hb.2.2.2 (norm_nonneg _)

/-- At `T > 0` the momentum derivative of the Fermi distribution is minus the velocity times
the thermal window. -/
theorem hasDerivAt_fermi_momentum {T : ℝ} (hT : 0 < T) (m c p : ℝ) :
    HasDerivAt (fun q : ℝ => fermi T (q ^ 2 / (2 * m) + c))
      (-(p / m * thermalWindow T (p ^ 2 / (2 * m) + c))) p := by
  have h1 := ((hasDerivAt_pow 2 p).div_const (2 * m)).add_const c
  have h2 := (hasDerivAt_fermi hT (p ^ 2 / (2 * m) + c)).comp p h1
  refine h2.congr_deriv ?_
  change -thermalWindow T (p ^ 2 / (2 * m) + c) * (((2 : ℕ) : ℝ) * p ^ 1 / (2 * m)) = _
  push_cast
  ring

/-- For a local Fermi distribution at `T > 0`, with `U` and `z` differentiable at `x`, the
force terms cancel and the streaming term is `-v z' F'`. -/
theorem streaming_localFermi {T : ℝ} (hT : 0 < T) (m : ℝ) {U z : ℝ → ℝ} {x : ℝ}
    (hU : DifferentiableAt ℝ U x) (hz : DifferentiableAt ℝ z x) (p : ℝ) :
    streaming m U (localFermi m T U z) x p
      = -(p / m) * deriv z x * deriv (fermi T) (p ^ 2 / (2 * m) + (U x - z x)) := by
  have h1 := (hU.hasDerivAt.fun_sub hz.hasDerivAt).const_add (p ^ 2 / (2 * m))
  have h2 := (hasDerivAt_fermi hT (p ^ 2 / (2 * m) + (U x - z x))).comp x h1
  have hx : deriv (fun y => localFermi m T U z y p) x
      = -thermalWindow T (p ^ 2 / (2 * m) + (U x - z x)) * (deriv U x - deriv z x) := h2.deriv
  have hp : deriv (fun q => localFermi m T U z x q) p
      = -(p / m * thermalWindow T (p ^ 2 / (2 * m) + (U x - z x))) :=
    (hasDerivAt_fermi_momentum hT m (U x - z x) p).deriv
  unfold streaming
  rw [hx, hp, (hasDerivAt_fermi hT _).deriv]
  ring

/-- For `m, T > 0` the second momentum moment of the thermal window is `m` times the
momentum integral of the Fermi distribution. -/
theorem integral_sq_thermalWindow {m T : ℝ} (hm : 0 < m) (hT : 0 < T) (c : ℝ) :
    ∫ p : ℝ, p ^ 2 * thermalWindow T (p ^ 2 / (2 * m) + c)
      = m * ∫ p : ℝ, fermi T (p ^ 2 / (2 * m) + c) := by
  have hm' := hm.ne'
  -- integration by parts in momentum, without boundary terms
  have h : ∫ p : ℝ, p * -(p / m * thermalWindow T (p ^ 2 / (2 * m) + c))
      = -∫ p : ℝ, 1 * fermi T (p ^ 2 / (2 * m) + c) := by
    refine integral_mul_deriv_eq_deriv_mul_of_integrable (u := fun p : ℝ => p)
      (u' := fun _ => 1) (v := fun p : ℝ => fermi T (p ^ 2 / (2 * m) + c))
      (v' := fun p : ℝ => -(p / m * thermalWindow T (p ^ 2 / (2 * m) + c)))
      (fun p _ => hasDerivAt_id' p) (fun p _ => hasDerivAt_fermi_momentum hT m c p) ?_ ?_ ?_
    · refine ((integrable_thermalWindow hm hT 2 c).const_mul (-(1 / m))).congr
        (Filter.Eventually.of_forall fun p => ?_)
      simp only [Pi.mul_apply]
      ring
    · refine (integrable_fermi hm hT 0 c).congr (Filter.Eventually.of_forall fun p => ?_)
      simp only [Pi.mul_apply, pow_zero]
    · refine (integrable_fermi hm hT 1 c).congr (Filter.Eventually.of_forall fun p => ?_)
      simp only [Pi.mul_apply, pow_one]
  have hs : (fun p : ℝ => p ^ 2 * thermalWindow T (p ^ 2 / (2 * m) + c))
      = fun p : ℝ => -m * (p * -(p / m * thermalWindow T (p ^ 2 / (2 * m) + c))) := by
    funext p
    generalize thermalWindow T (p ^ 2 / (2 * m) + c) = w
    field_simp
  rw [hs, integral_const_mul, h]
  simp only [one_mul]
  ring

/-- For `m, T > 0` and `U`, `z` differentiable at `x`, the flux integral converges and equals
`-(τ/m) n z'`, with `n` the density of the local Fermi distribution. -/
theorem flux_localFermi {m T : ℝ} (hm : 0 < m) (hT : 0 < T) (τ : ℝ) {U z : ℝ → ℝ} {x : ℝ}
    (hU : DifferentiableAt ℝ U x) (hz : DifferentiableAt ℝ z x) :
    Integrable (fun p => p / m * (-τ * streaming m U (localFermi m T U z) x p)) ∧
      flux m τ U (localFermi m T U z) x
        = -(τ / m) * density (localFermi m T U z) x * deriv z x := by
  have hm' := hm.ne'
  have key : (fun p => p / m * (-τ * streaming m U (localFermi m T U z) x p))
      = fun p : ℝ => (-(τ / m ^ 2) * deriv z x) *
          (p ^ 2 * thermalWindow T (p ^ 2 / (2 * m) + (U x - z x))) := by
    funext p
    rw [streaming_localFermi hT m hU hz, (hasDerivAt_fermi hT _).deriv]
    ring
  constructor
  · rw [key]
    exact (integrable_thermalWindow hm hT 2 _).const_mul _
  · unfold flux
    rw [key, integral_const_mul, integral_sq_thermalWindow hm hT]
    change _ = -(τ / m) * (∫ p : ℝ, fermi T (p ^ 2 / (2 * m) + (U x - z x))) * deriv z x
    generalize (∫ p : ℝ, fermi T (p ^ 2 / (2 * m) + (U x - z x))) = n
    field_simp

/-- For `m, T > 0` and `U`, `z` differentiable at `x`, the density gradient is the
compressibility times `z' - U'`. -/
theorem hasDerivAt_density {m T : ℝ} (hm : 0 < m) (hT : 0 < T) {U z : ℝ → ℝ} {x : ℝ}
    (hU : DifferentiableAt ℝ U x) (hz : DifferentiableAt ℝ z x) :
    HasDerivAt (density (localFermi m T U z))
      (compressibility m T U z x * (deriv z x - deriv U x)) x := by
  have hF : ∀ c, Integrable (fun p : ℝ => fermi T (p ^ 2 / (2 * m) + c)) := fun c => by
    simpa only [pow_zero, one_mul] using integrable_fermi hm hT 0 c
  have hW : ∀ c, Integrable (fun p : ℝ => thermalWindow T (p ^ 2 / (2 * m) + c)) := fun c => by
    simpa only [pow_zero, one_mul] using integrable_thermalWindow hm hT 0 c
  -- differentiate under the momentum integral with respect to the energy shift
  have hN : HasDerivAt (fun c => ∫ p : ℝ, fermi T (p ^ 2 / (2 * m) + c))
      (∫ p : ℝ, -thermalWindow T (p ^ 2 / (2 * m) + (U x - z x))) (U x - z x) := by
    refine (hasDerivAt_integral_of_dominated_loc_of_deriv_le
      (F := fun c (p : ℝ) => fermi T (p ^ 2 / (2 * m) + c))
      (F' := fun c (p : ℝ) => -thermalWindow T (p ^ 2 / (2 * m) + c))
      (bound := fun p : ℝ => fermi T (p ^ 2 / (2 * m) + (U x - z x - 1)) / T)
      (s := Set.Ioi (U x - z x - 1)) (Ioi_mem_nhds (by linarith))
      (Filter.Eventually.of_forall fun c => (hF c).aestronglyMeasurable) (hF _)
      (hW _).neg.aestronglyMeasurable (Filter.Eventually.of_forall fun p c hc => ?_)
      ((hF _).div_const T) (Filter.Eventually.of_forall fun p c _ => ?_)).2
    · have hb := fermi_bounds hT (p ^ 2 / (2 * m) + c)
      have hc' : U x - z x - 1 ≤ c := le_of_lt hc
      rw [norm_neg, Real.norm_of_nonneg hb.2.2.1.le]
      refine hb.2.2.2.trans ((div_le_div_iff_of_pos_right hT).2 ?_)
      unfold fermi
      refine one_div_le_one_div_of_le (by positivity) ?_
      gcongr
    · exact (hasDerivAt_fermi hT (p ^ 2 / (2 * m) + c)).comp_const_add (p ^ 2 / (2 * m)) c
  have h := hN.comp x (hU.hasDerivAt.fun_sub hz.hasDerivAt)
  refine h.congr_deriv ?_
  rw [integral_neg]
  unfold compressibility
  ring

/-- For `m, T > 0` and `U`, `z` differentiable at `x`, the compressibility is positive and
the flux is the sum of a drift part `-(τ/m) n U'` and a diffusion part `-D n'`. -/
theorem drift_diffusion {m T : ℝ} (hm : 0 < m) (hT : 0 < T) (τ : ℝ) {U z : ℝ → ℝ} {x : ℝ}
    (hU : DifferentiableAt ℝ U x) (hz : DifferentiableAt ℝ z x) :
    0 < compressibility m T U z x ∧
      flux m τ U (localFermi m T U z) x
        = -(τ / m) * density (localFermi m T U z) x * deriv U x
          - diffusivity m T τ U z x * deriv (density (localFermi m T U z)) x := by
  have hpos : ∀ p : ℝ, 0 < thermalWindow T (p ^ 2 / (2 * m) + (U x - z x)) :=
    fun p => (fermi_bounds hT _).2.2.1
  have hχ : 0 < compressibility m T U z x := by
    have hi : Integrable (fun p : ℝ => thermalWindow T (p ^ 2 / (2 * m) + (U x - z x))) := by
      simpa only [pow_zero, one_mul] using integrable_thermalWindow hm hT 0 (U x - z x)
    refine (integral_pos_iff_support_of_nonneg (fun p => (hpos p).le) hi).2 ?_
    rw [Set.eq_univ_of_forall fun p => Function.mem_support.2 (hpos p).ne']
    simp
  refine ⟨hχ, ?_⟩
  rw [(flux_localFermi hm hT τ hU hz).2, (hasDerivAt_density hm hT hU hz).deriv]
  unfold diffusivity
  generalize density (localFermi m T U z) x = n
  -- the compressibility cancels between `D` and the density gradient
  have hD : τ / m * n / compressibility m T U z x * compressibility m T U z x = τ / m * n :=
    div_mul_cancel₀ _ hχ.ne'
  linear_combination (deriv z x - deriv U x) * hD

end

end DegenerateDriftDiffusion
```

```lean
#print axioms DegenerateDriftDiffusion.hasDerivAt_density
#print axioms DegenerateDriftDiffusion.drift_diffusion
```

```
'DegenerateDriftDiffusion.hasDerivAt_density' depends on axioms: [propext, Classical.choice, Quot.sound]
'DegenerateDriftDiffusion.drift_diffusion' depends on axioms: [propext, Classical.choice, Quot.sound]
```

### How the lemmas follow the calculation

`hasDerivAt_fermi` proves F′ = −W by the quotient rule, and `fermi_bounds` supplies the Boltzmann bound and W ≤ F/T. From these, `integrable_fermi` and `integrable_thermalWindow` obtain every momentum moment by comparison, first with a Gaussian and then with F/T.

`hasDerivAt_fermi_momentum` is the chain rule in p. `streaming_localFermi` adds the chain rule in x, and its closing `ring` cancels the force terms.

`integral_sq_thermalWindow` is the integration by parts. The Mathlib theorem it uses asks for three integrable products: p ∂ₚf, f and p f. They come from the moments of order 2, 0 and 1, and the integrability of p f takes care of the boundary term. In `flux_localFermi`, the equation `key` rewrites the integrand as a constant times p² W, which gives convergence and value together.

`hasDerivAt_density` differentiates under the integral with respect to the shift c = U − z. For all c above U(x) − z(x) − 1, the derivative is bounded by F/T evaluated at that lowest shift, because F decreases with energy. The chain rule in x then gives n′. Finally, `drift_diffusion` gets χ > 0 from the positivity of W at every momentum, and cancels χ between D and n′.
